# A uniform absorbing half-line reflects everything as k → 0 and only η²/(16k⁴) as k → ∞

Q: Put the potential $-2i$ on $x>0$ and nothing on $x<0$, in units $\hbar^2/2m=1$, and send in a wave of wavenumber $k$ from the left. At $k=0$ the wavenumber $K$ inside obeys $K^2=2i$, so $K=1+i$, and the reflection amplitude $(k-K)/(k+K)$ is $-1$. An absorber that reflects everything?

A: Yes, in the limit. At $k=0$ itself the incident and reflected waves cancel, but at $k=0.01$ the reflectance is already about $0.98$. As $k$ shrinks, $K$ stays near $1+i$, and this mismatch at the surface turns the wave back before it can be absorbed.

Q: Then do it for a general strength. Which root $K$ do you take?

A: Let the potential be $-i\eta$ with $\eta>0$, so $K^2=k^2+i\eta$, and write $K=a+ib$ with $a>0$. Real and imaginary parts give
$$a^2-b^2=k^2,\qquad 2ab=\eta .$$
Hence $b=\eta/(2a)>0$, and the wave $e^{iKx}$ decays into the absorber. Since $a^2+b^2=|K|^2=\sqrt{k^4+\eta^2}$, both parts are explicit square roots, and the file defines $K$ by them.

```lean
import Mathlib

open Filter Topology
open Complex (I)

namespace ConstantAbsorber

noncomputable section

/-- The complex wavenumber `K` inside an absorber of strength `η`, for incident wavenumber `k`,
written through its real and imaginary parts. -/
def wavenumber (η k : ℝ) : ℂ :=
  ⟨√((√(k ^ 4 + η ^ 2) + k ^ 2) / 2), √((√(k ^ 4 + η ^ 2) - k ^ 2) / 2)⟩
```

Q: And the wave itself?

A: It is $e^{ikx}+re^{-ikx}$ on the left and $te^{iKx}$ on the right. Leaving out the growing solution $e^{-iKx}$ is a physical choice, built into `rightWave`.

```lean
/-- The plane wave `exp (i q x)` with complex wavenumber `q`. -/
def planeWave (q : ℂ) (x : ℝ) : ℂ := Complex.exp (I * q * x)

/-- The wave in free space: an incident wave of unit amplitude and a reflected wave of
amplitude `r`. -/
def leftWave (k : ℝ) (r : ℂ) (x : ℝ) : ℂ := planeWave k x + r * planeWave (-(k : ℂ)) x

/-- The wave in the absorber, with amplitude `t`. -/
def rightWave (η k : ℝ) (t : ℂ) (x : ℝ) : ℂ := t * planeWave (wavenumber η k) x
```

Continuity of $\psi$ and $\psi'$ at $x=0$ gives $1+r=t$ and $k(1-r)=Kt$. Eliminating $t$,
$$k(1-r)=K(1+r),\qquad r=\frac{k-K}{k+K},\qquad t=1+r=\frac{2k}{k+K}.$$
The reflectance is $R=|r|^2$.

```lean
/-- The reflection amplitude `(k - K) / (k + K)`, for `k + K ≠ 0`. -/
def reflectionAmplitude (η k : ℝ) : ℂ := (k - wavenumber η k) / (k + wavenumber η k)

/-- The reflectance `R`, the squared modulus of the reflection amplitude, for `k + K ≠ 0`. -/
def reflectance (η k : ℝ) : ℝ := ‖reflectionAmplitude η k‖ ^ 2
```

Q: So $r$ is simply defined to be the answer. What ties these formulas to a scattering problem?

A: Four results do. The first recovers the equations for $a$ and $b$ from the square roots. Squaring gives $4a^2b^2=\eta^2$, so $(2ab-\eta)(2ab+\eta)=0$, and the second factor is positive.

```lean
/-- For `η > 0` the real and imaginary parts of `K` are positive, the difference of their squares
is `k²`, and twice their product is `η`. -/
theorem wavenumber_parts {η : ℝ} (hη : 0 < η) (k : ℝ) :
    0 < (wavenumber η k).re ∧ 0 < (wavenumber η k).im ∧
      (wavenumber η k).re ^ 2 - (wavenumber η k).im ^ 2 = k ^ 2 ∧
      2 * (wavenumber η k).re * (wavenumber η k).im = η := by
  simp only [wavenumber]
  have hs : √(k ^ 4 + η ^ 2) ^ 2 = k ^ 4 + η ^ 2 := Real.sq_sqrt (by positivity)
  have hlt : k ^ 2 < √(k ^ 4 + η ^ 2) :=
    Real.lt_sqrt_of_sq_lt (by nlinarith [pow_pos hη 2])
  set s := √(k ^ 4 + η ^ 2)
  have hp : 0 < (s + k ^ 2) / 2 := by linarith [sq_nonneg k]
  have hm : 0 < (s - k ^ 2) / 2 := by linarith
  have ha := Real.sqrt_pos.mpr hp
  have hb := Real.sqrt_pos.mpr hm
  have ha2 := Real.sq_sqrt hp.le
  have hb2 := Real.sq_sqrt hm.le
  set a := √((s + k ^ 2) / 2)
  set b := √((s - k ^ 2) / 2)
  refine ⟨ha, hb, by linarith, ?_⟩
  -- both sides are positive and have the same square
  have h : (2 * a * b - η) * (2 * a * b + η) = 0 := by
    linear_combination 4 * b ^ 2 * ha2 + 2 * (s + k ^ 2) * hb2 + hs
  have hpos : 0 < 2 * a * b + η := by positivity
  rcases mul_eq_zero.mp h with h | h <;> linarith
```

Next, $K$ is the only root with positive real part: any other solution of the same equation is $-K$. Also $a^2=k^2+b^2$ gives $a>|k|$, which keeps $k+K$ away from zero.

```lean
/-- For `η > 0`, `K` is the one complex number with `K² = k² + iη` and `Re K > 0`. -/
theorem eq_wavenumber_iff {η : ℝ} (hη : 0 < η) (k : ℝ) (K : ℂ) :
    K = wavenumber η k ↔ K ^ 2 = (k : ℂ) ^ 2 + η * I ∧ 0 < K.re := by
  obtain ⟨ha, -, h1, h2⟩ := wavenumber_parts hη k
  have hw : wavenumber η k ^ 2 = (k : ℂ) ^ 2 + η * I := by
    have e := Complex.re_add_im (wavenumber η k)
    have c1 : ((wavenumber η k).re : ℂ) ^ 2 - ((wavenumber η k).im : ℂ) ^ 2 = (k : ℂ) ^ 2 := by
      exact_mod_cast h1
    have c2 : 2 * ((wavenumber η k).re : ℂ) * ((wavenumber η k).im : ℂ) = (η : ℂ) := by
      exact_mod_cast h2
    linear_combination (-((wavenumber η k).re + (wavenumber η k).im * I + wavenumber η k)) * e
      + c1 + I * c2 + ((wavenumber η k).im : ℂ) ^ 2 * Complex.I_sq
  constructor
  · rintro rfl
    exact ⟨hw, ha⟩
  · rintro ⟨hK, hre⟩
    have h : (K - wavenumber η k) * (K + wavenumber η k) = 0 := by
      linear_combination hK - hw
    rcases mul_eq_zero.mp h with h | h
    · exact sub_eq_zero.mp h
    · have h' := congrArg Complex.re h
      rw [Complex.add_re, Complex.zero_re] at h'
      linarith

/-- For `η > 0` the real part of `K` exceeds `|k|`. -/
theorem abs_lt_re {η : ℝ} (hη : 0 < η) (k : ℝ) : |k| < (wavenumber η k).re := by
  obtain ⟨ha, hb, h1, -⟩ := wavenumber_parts hη k
  exact abs_lt_of_sq_lt_sq (by linarith [pow_pos hb 2]) ha.le
```

Then the waves are differentiated twice. On the right $-\psi''=K^2\psi$, and subtracting $i\eta\psi$ leaves $k^2\psi$. Lean's `deriv` returns zero where no derivative exists, so `hasDerivAt_planeWave` first establishes that the derivative is genuine.

```lean
/-- The derivative of a plane wave is `i q` times the wave. -/
theorem hasDerivAt_planeWave (q : ℂ) (x : ℝ) :
    HasDerivAt (planeWave q) (I * q * planeWave q x) x := by
  have h : HasDerivAt (fun y : ℝ => I * q * (y : ℂ)) (I * q) x :=
    ((hasDerivAt_id x).ofReal_comp.const_mul (I * q)).congr_deriv (by simp)
  exact h.cexp.congr_deriv (by simp only [planeWave]; ring)

/-- For `η > 0` the two waves solve the stationary Schrödinger equation at energy `k²`
(units `ħ²/2m = 1`), with potential `0` in free space and `-iη` in the absorber. -/
theorem stationary_schrodinger {η : ℝ} (hη : 0 < η) (k : ℝ) (r t : ℂ) (x : ℝ) :
    -deriv (deriv (leftWave k r)) x = (k : ℂ) ^ 2 * leftWave k r x ∧
      -deriv (deriv (rightWave η k t)) x - I * η * rightWave η k t x
        = (k : ℂ) ^ 2 * rightWave η k t x := by
  have hK := ((eq_wavenumber_iff hη k _).mp rfl).1
  have l1 : deriv (leftWave k r) =
      fun y => I * k * planeWave k y + r * (I * (-(k : ℂ)) * planeWave (-(k : ℂ)) y) :=
    funext fun y => ((hasDerivAt_planeWave k y).add
      ((hasDerivAt_planeWave (-(k : ℂ)) y).const_mul r)).deriv
  have l2 := (((hasDerivAt_planeWave k x).const_mul (I * (k : ℂ))).fun_add
    (((hasDerivAt_planeWave (-(k : ℂ)) x).const_mul (I * (-(k : ℂ)))).const_mul r)).deriv
  have r1 : deriv (rightWave η k t) =
      fun y => t * (I * wavenumber η k * planeWave (wavenumber η k) y) :=
    funext fun y => ((hasDerivAt_planeWave (wavenumber η k) y).const_mul t).deriv
  have r2 := (((hasDerivAt_planeWave (wavenumber η k) x).const_mul
    (I * wavenumber η k)).const_mul t).deriv
  constructor
  · rw [l1, l2, leftWave]
    linear_combination (-(k : ℂ) ^ 2 * (planeWave k x + r * planeWave (-(k : ℂ)) x))
      * Complex.I_sq
  · rw [r1, r2, rightWave]
    linear_combination (t * planeWave (wavenumber η k) x) * hK
      - (t * planeWave (wavenumber η k) x * wavenumber η k ^ 2) * Complex.I_sq
```

Finally, `matching_iff` says that the two continuity conditions hold exactly when $r$ and $t$ have the values above. Its proof evaluates both sides at zero, clears the denominator $k+K$ and repeats the elimination in both directions.

```lean
/-- For `η > 0`, the wave and its derivative are continuous at the surface of the absorber exactly
when `r = (k - K) / (k + K)` and `t = 2k / (k + K)`. -/
theorem matching_iff {η : ℝ} (hη : 0 < η) (k : ℝ) (r t : ℂ) :
    (leftWave k r 0 = rightWave η k t 0 ∧
      deriv (leftWave k r) 0 = deriv (rightWave η k t) 0) ↔
    r = reflectionAmplitude η k ∧ t = 2 * k / (k + wavenumber η k) := by
  have hne : (k : ℂ) + wavenumber η k ≠ 0 := by
    intro h
    have h' := congrArg Complex.re h
    rw [Complex.add_re, Complex.ofReal_re, Complex.zero_re] at h'
    linarith [abs_lt_re hη k, neg_abs_le k]
  have hp (q : ℂ) : planeWave q 0 = 1 := by simp [planeWave]
  have dl : deriv (leftWave k r) 0 =
      I * k * planeWave k 0 + r * (I * (-(k : ℂ)) * planeWave (-(k : ℂ)) 0) :=
    ((hasDerivAt_planeWave k 0).add
      ((hasDerivAt_planeWave (-(k : ℂ)) 0).const_mul r)).deriv
  have dr : deriv (rightWave η k t) 0 =
      t * (I * wavenumber η k * planeWave (wavenumber η k) 0) :=
    ((hasDerivAt_planeWave (wavenumber η k) 0).const_mul t).deriv
  rw [dl, dr, reflectionAmplitude, eq_div_iff hne, eq_div_iff hne]
  simp only [leftWave, rightWave, hp, mul_one]
  constructor
  · rintro ⟨h1, h2⟩
    have h3 : (k : ℂ) * (1 - r) = t * wavenumber η k :=
      mul_left_cancel₀ Complex.I_ne_zero (by linear_combination h2)
    exact ⟨by linear_combination wavenumber η k * h1 - h3,
      by linear_combination (-(k : ℂ)) * h1 - h3⟩
  · rintro ⟨h1, h2⟩
    have e : 1 + r = t := mul_right_cancel₀ hne (by linear_combination h1 - h2)
    exact ⟨e, by linear_combination I * wavenumber η k * e - I * h1⟩
```

Q: I see no Hamiltonian and no piecewise potential.

A: There is neither. Each formula solves its own equation at every real $x$; you use each on its own half-line, and the matching joins them. The constant $\eta$ is postulated: it stands for loss at a uniform rate, with probability density inside removed at rate $2\eta/\hbar$. Finite thickness, a gradual edge and time-dependent packets are not treated.

Q: How do you get from a complex quotient to the limits?

A: Use $b^2=a^2-k^2$:
$$|k\mp K|^2=(k\mp a)^2+b^2=2a(a\mp k),\qquad R=\frac{a-k}{a+k}.$$
For $k>0$ this is below one. As $k\to0^+$, $a\to\sqrt{\eta/2}>0$, so $R\to1$. In Lean, `Complex.normSq` computes the two squared moduli, and the common factor $2a$ cancels.

```lean
/-- For `η > 0` the reflectance is `(Re K - k) / (Re K + k)`. -/
theorem reflectance_eq {η : ℝ} (hη : 0 < η) (k : ℝ) :
    reflectance η k = ((wavenumber η k).re - k) / ((wavenumber η k).re + k) := by
  obtain ⟨ha, -, h1, -⟩ := wavenumber_parts hη k
  have n1 : Complex.normSq (k - wavenumber η k)
      = 2 * (wavenumber η k).re * ((wavenumber η k).re - k) := by
    rw [Complex.normSq_apply]
    simp only [Complex.sub_re, Complex.sub_im, Complex.ofReal_re, Complex.ofReal_im]
    linear_combination -h1
  have n2 : Complex.normSq (k + wavenumber η k)
      = 2 * (wavenumber η k).re * ((wavenumber η k).re + k) := by
    rw [Complex.normSq_apply]
    simp only [Complex.add_re, Complex.add_im, Complex.ofReal_re, Complex.ofReal_im]
    linear_combination -h1
  rw [reflectance, reflectionAmplitude, norm_div, div_pow, Complex.sq_norm, Complex.sq_norm,
    n1, n2, mul_div_mul_left _ _ (mul_pos two_pos ha).ne']
```

For large $k$, set $u=k/a$. From $(a-k)(a+k)=b^2$ and $a+k>b$ we get $a-k<b$. Therefore
$$0<1-u=\frac{a-k}{a}<\frac ba=\frac{\eta}{2a^2}<\frac{\eta}{k^2},$$
and $u\to1$. The Lean proof squeezes $u$ between $1-\eta/k^2$ and $1$.

```lean
/-- For `η > 0` the ratio `k / Re K` tends to one as `k → ∞`. -/
theorem tendsto_ratio {η : ℝ} (hη : 0 < η) :
    Tendsto (fun k : ℝ => k / (wavenumber η k).re) atTop (𝓝 1) := by
  have hl : Tendsto (fun k : ℝ => 1 - η / k ^ 2) atTop (𝓝 1) := by
    have h : Tendsto (fun k : ℝ => η / k ^ 2) atTop (𝓝 0) :=
      tendsto_const_nhds.div_atTop (tendsto_pow_atTop two_ne_zero)
    simpa using h.const_sub 1
  refine tendsto_of_tendsto_of_tendsto_of_le_of_le' hl tendsto_const_nhds ?_ ?_
  · filter_upwards [eventually_gt_atTop 0] with k hk
    obtain ⟨ha, hb, h1, h2⟩ := wavenumber_parts hη k
    have hka := (le_abs_self k).trans_lt (abs_lt_re hη k)
    set a := (wavenumber η k).re
    set b := (wavenumber η k).im
    -- the excess of `Re K` over `k` is at most `Im K`
    have hab : a - k ≤ b := by
      by_contra h
      have h' : 0 < a - k - b := by linarith [not_le.mp h]
      nlinarith [mul_pos h' (add_pos (add_pos ha hk) hb), mul_pos hk hb]
    have e1 := mul_le_mul_of_nonneg_right hab (sq_nonneg k)
    have e2 := mul_le_mul_of_nonneg_left (pow_le_pow_left₀ hk.le hka.le 2) hb.le
    have e3 : η * a = 2 * (b * a ^ 2) := by linear_combination (-a) * h2
    have e4 : (a - k) / a ≤ η / k ^ 2 := by
      rw [div_le_div_iff₀ ha (pow_pos hk 2)]
      linarith [mul_pos hb (pow_pos ha 2)]
    rw [sub_div, div_self ha.ne'] at e4
    linarith
  · filter_upwards with k
    rw [div_le_one (wavenumber_parts hη k).1]
    exact (le_abs_self k).trans (abs_lt_re hη k).le
```

Both fast-wave quantities are functions of $u$. First, $kb=k\eta/(2a)=(\eta/2)u\to\eta/2$. Second, $\eta^2=4a^2b^2=4a^2(a-k)(a+k)$, so
$$R=\frac{\eta^2}{4a^2(a+k)^2},\qquad k^4R=\frac{\eta^2u^4}{4(1+u)^2}\to\frac{\eta^2}{16}.$$

Q: Read me the final theorem in words, then.

A: Fix a real $\eta>0$. For every real $k>0$, $\operatorname{Im}K>0$ and $R<1$. As $k$ tends to zero from above, written `𝓝[>] 0`, $R\to1$. As $k\to\infty$, written `atTop`, $k^4R\to\eta^2/16$ and $k\operatorname{Im}K\to\eta/2$. The density inside falls as $e^{-2bx}$, so the last limit means a penetration depth $1/(2b)$ that grows like $k/\eta$. That is the sense in which fast waves penetrate.

The proof takes the four claims in turn. The slow limit uses continuity of $a$ in $k$; the two fast limits start from $u\to1$ and use `congr` to replace the function of $u$ by the physical quantity it equals.

Q: Where does the algebra get checked?

A: Mostly in `linear_combination`. You name multiples of known equations, and the tactic verifies that they add up to the goal by ring arithmetic, over the reals or the complex numbers alike. The last line of the proof is a small example. Its goal amounts to $\tfrac{\eta}{2}k=kba$, and `h2` is $2ab=\eta$. Multiplying `h2` by $-k/2$ gives exactly the difference of the two sides. The physicist's part is to find the multiplier; the tactic checks the expansion.

```lean
/-- For an absorber with `η > 0`, every `k > 0` has `Im K > 0` and `R < 1`. Moreover `R → 1` as
`k → 0+`, while `k⁴ R → η²/16` and `k Im K → η/2` as `k → ∞`. -/
theorem slow_reflect_fast_penetrate {η : ℝ} (hη : 0 < η) :
    (∀ k : ℝ, 0 < k → 0 < (wavenumber η k).im ∧ reflectance η k < 1) ∧
      Tendsto (fun k => reflectance η k) (𝓝[>] 0) (𝓝 1) ∧
      Tendsto (fun k => k ^ 4 * reflectance η k) atTop (𝓝 (η ^ 2 / 16)) ∧
      Tendsto (fun k => k * (wavenumber η k).im) atTop (𝓝 (η / 2)) := by
  have hu := tendsto_ratio hη
  refine ⟨fun k hk => ?_, ?_, ?_, ?_⟩
  · obtain ⟨ha, hb, -, -⟩ := wavenumber_parts hη k
    refine ⟨hb, ?_⟩
    rw [reflectance_eq hη, div_lt_one (add_pos ha hk)]
    linarith
  · -- `Re K` is continuous in `k` and positive at `k = 0`
    have hc : Continuous fun k : ℝ => (wavenumber η k).re := by
      simp only [wavenumber]
      fun_prop
    have h0 := (wavenumber_parts hη 0).1.ne'
    have h : Tendsto (fun k : ℝ => ((wavenumber η k).re - k) / ((wavenumber η k).re + k))
        (𝓝 0) (𝓝 (((wavenumber η 0).re - 0) / ((wavenumber η 0).re + 0))) :=
      ((hc.tendsto 0).sub tendsto_id).div ((hc.tendsto 0).add tendsto_id)
        (by rw [add_zero]; exact h0)
    rw [sub_zero, add_zero, div_self h0] at h
    exact (h.mono_left nhdsWithin_le_nhds).congr fun k => (reflectance_eq hη k).symm
  · -- express `k⁴ R` through the ratio `k / Re K`
    have h : Tendsto (fun k : ℝ => η ^ 2 * (k / (wavenumber η k).re) ^ 4 /
        (4 * (1 + k / (wavenumber η k).re) ^ 2)) atTop
        (𝓝 (η ^ 2 * 1 ^ 4 / (4 * (1 + 1) ^ 2))) :=
      ((hu.pow 4).const_mul (η ^ 2)).div (((hu.const_add 1).pow 2).const_mul 4) (by norm_num)
    have e : η ^ 2 * 1 ^ 4 / (4 * (1 + 1) ^ 2) = η ^ 2 / 16 := by ring
    rw [e] at h
    refine h.congr fun k => ?_
    obtain ⟨ha, -, h1, h2⟩ := wavenumber_parts hη k
    have hak : (wavenumber η k).re + k ≠ 0 := by
      linarith [abs_lt_re hη k, neg_abs_le k] |> fun h : 0 < (wavenumber η k).re + k => h.ne'
    rw [reflectance_eq hη]
    set a := (wavenumber η k).re
    set b := (wavenumber η k).im
    have hη2 : η ^ 2 = 4 * a ^ 2 * (a - k) * (a + k) := by
      linear_combination (-(2 * a * b + η)) * h2 - 4 * a ^ 2 * h1
    have hsum : 1 + k / a = (a + k) / a := by rw [add_div, div_self ha.ne']
    have ha' : a ≠ 0 := ha.ne'
    rw [hη2, hsum]
    field_simp
  · refine (by simpa using hu.const_mul (η / 2) :
      Tendsto (fun k : ℝ => η / 2 * (k / (wavenumber η k).re)) atTop (𝓝 (η / 2))).congr
      fun k => ?_
    obtain ⟨ha, -, -, h2⟩ := wavenumber_parts hη k
    rw [← mul_div_assoc, div_eq_iff ha.ne']
    linear_combination (-k / 2) * h2

end

end ConstantAbsorber
```

```lean
#print axioms ConstantAbsorber.stationary_schrodinger
#print axioms ConstantAbsorber.matching_iff
#print axioms ConstantAbsorber.slow_reflect_fast_penetrate
```

```
'ConstantAbsorber.stationary_schrodinger' depends on axioms: [propext, Classical.choice, Quot.sound]
'ConstantAbsorber.matching_iff' depends on axioms: [propext, Classical.choice, Quot.sound]
'ConstantAbsorber.slow_reflect_fast_penetrate' depends on axioms: [propext, Classical.choice, Quot.sound]
```

Q: Where would I meet this in a real calculation?

A: At the edge of a grid in wave-packet propagation, where an imaginary potential removes outgoing waves. The result gives the front-surface reflection of one stationary component, for a sharp-edged, infinitely deep absorber in one dimension. In the present units with $\hbar=1$, and hence $m=1/2$, the absorber multiplies the wave function there by $e^{-\eta\,\Delta t}$ in each time step $\Delta t$ of a split-operator code. For an electron in atomic units, where $m=1$, an absorber $-iW$ has $\eta=2W$ in the formulas above, and the factor is $e^{-W\Delta t}$. Raising $\eta$ shortens the penetration depth of fast components but increases their reflection, which is one reason to switch an absorber on gradually.

To tabulate $R$, take the principal complex square root of $k^2+i\eta$; it has the required positive real part. At large $k$, evaluate $\eta^2/\bigl(4a^2(a+k)^2\bigr)$ instead of $(a-k)/(a+k)$, because $a-k$ subtracts two nearly equal numbers and loses digits in floating point.
